# The reduced multipole polarisability of a sphere with relative permittivity above 1 increases with multipole order

## A dipole factor in a quadrupole field

Take a uniform sphere of relative permittivity ε = 4 in vacuum. In a uniform field its induced dipole is governed by the factor (ε − 1)/(ε + 2) = 0.5. If the same factor is used for the quadrupole induced by a field gradient, the answer comes out about 8% too small, because the correct factor is 6/11 ≈ 0.545. The error grows with the order of the multipole and approaches one sixth of the correct value.

Each order l therefore needs its own factor, and the conditions at the surface supply it. In induction and dispersion models that treat a particle as a uniform sphere with a local permittivity and neglect retardation, these factors give its multipole polarisabilities.

## Potentials inside and outside

Let the sphere have radius R > 0, and let r be the distance from its centre. The applied potential of order l has radial part r^l, with unit amplitude. The sphere responds with the same angular dependence, so the angular factor cancels from every condition and only the radial parts remain:

inside: A r^l

outside: r^l + B/r^(l+1)

Here A is the amplitude of the inner potential and B that of the induced multipole. Two conditions hold at r = R. The potential is continuous, and so is the radial derivative weighted by the permittivity. The second condition expresses continuity of the normal displacement field on a surface without free charge.

## What is proved about A, B and g_l

Define the reduced polarisability

g_l = l(ε − 1)/(lε + l + 1).

The theorem `surfaceMatching_iff` says that, for R > 0 and lε + l + 1 ≠ 0, the two surface conditions hold if and only if

A = (2l + 1)/(lε + l + 1) and B = −R^(2l+1) g_l.

For ε > 1 the denominator is positive, so its hypothesis is met. The theorem also admits negative permittivities, except the resonant value ε = −(l + 1)/l for l ≥ 1. There, `no_matching_at_resonance` shows that no pair A, B satisfies the conditions: the static problem with this applied field has no solution of the assumed form.

Three further results describe g_l:

- For ε > 1 it increases strictly with l.
- For ε > 0 it tends to (ε − 1)/(ε + 1) as l → ∞, with an exact formula for the remaining distance.
- For fixed l ≥ 1 it tends to 1 as ε → ∞, the limit of a perfect conductor.

In Lean, ε, R, A and B are real numbers and l is a natural number. The functions `innerPotential` and `outerPotential` are the two radial expressions, and `SurfaceMatching` is the pair of conditions, with actual derivatives written as `deriv`. The factor g_l is `multipoleFactor ε l`. The order l = 0 is allowed: a constant applied potential gives A = 1, B = 0 and g_0 = 0.

With this sign convention the multipole polarisability is −B = R^(2l+1) g_l, which for l = 1 is a polarisability volume. The radial forms are assumed and not derived from Laplace's equation. The model has a sharp surface, a real permittivity that is uniform throughout the sphere, and vacuum outside.

## Solving the surface conditions

The radial derivatives at R are

inside: l A R^l/R

outside: l R^l/R − (l + 1)B/R^(l+2).

Write P = R^(2l+1). Multiplying the continuity condition by R^(l+1) and the derivative condition by R^(l+2) gives

(1) A P = P + B

(2) ε l A P = l P − (l + 1)B.

Adding (l + 1) times (1) to (2) eliminates B:

(lε + l + 1) A P = (2l + 1) P.

Subtracting εl times (1) from (2) eliminates A:

(lε + l + 1) B = −l(ε − 1) P.

If lε + l + 1 ≠ 0, division gives the stated A and B. Conversely, these values satisfy both equations, since

P + B = P(2l + 1)/(lε + l + 1) = A P

l P − (l + 1)B = ε l P(2l + 1)/(lε + l + 1) = ε l A P.

If lε + l + 1 = 0, the equation for A reads 0 = (2l + 1)P, which is impossible because P > 0.

## Growth with l and the two limits

Let D_l = lε + l + 1 = l(ε + 1) + 1. Then

(l + 1)D_l − l D_(l+1) = 1,

and therefore

g_(l+1) − g_l = (ε − 1)/(D_l D_(l+1)),

which is positive for ε > 1. The distance to the limiting value follows from D_l − l(ε + 1) = 1:

(ε − 1)/(ε + 1) − g_l = (ε − 1)/((ε + 1)D_l).

For fixed ε > 0 the right-hand side vanishes as l → ∞. For fixed l ≥ 1,

1 − g_l = (2l + 1)/D_l,

which vanishes as ε → ∞. Setting l = 1 in the definition recovers the dipole factor (ε − 1)/(ε + 2).

## A quadrupole field on a sphere of radius 2

Take ε = 4, l = 2 and R = 2 in arbitrary length units. Then lε + l + 1 = 11, so

A = 5/11

g_2 = 6/11

B = −32 · 6/11 = −192/11 ≈ −17.45.

The potential at the surface is (5/11) · 4 = 20/11 from inside and 4 − (192/11)/8 = 20/11 from outside. The inner derivative is 2 · (5/11) · 2 = 20/11, which becomes 80/11 after weighting by ε. The outer derivative is 4 + 3 · (192/11)/16 = 80/11, so both conditions hold.

## The Lean file

```lean
import Mathlib

open Filter Topology

namespace SphereMultipolePolarisability

noncomputable section

/-- Radial potential `A r^l` inside the sphere. -/
def innerPotential (A : ℝ) (l : ℕ) (r : ℝ) : ℝ := A * r ^ l

/-- Radial potential outside the sphere: the applied multipole field `r^l` plus the
induced multipole field `B / r^(l+1)`. -/
def outerPotential (B : ℝ) (l : ℕ) (r : ℝ) : ℝ := r ^ l + B / r ^ (l + 1)

/-- Boundary conditions at the surface `r = R` of a sphere of relative permittivity `ε` in
vacuum: the potential and the permittivity-weighted radial derivative are continuous. -/
def SurfaceMatching (ε R : ℝ) (l : ℕ) (A B : ℝ) : Prop :=
  innerPotential A l R = outerPotential B l R ∧
    ε * deriv (innerPotential A l) R = deriv (outerPotential B l) R

/-- The reduced multipole polarisability `g_l = l (ε - 1) / (l ε + l + 1)`. -/
def multipoleFactor (ε : ℝ) (l : ℕ) : ℝ := l * (ε - 1) / (l * ε + l + 1)

/-- The radial derivative of `r^l` is `l r^l / r` away from the origin. -/
theorem hasDerivAt_radial_pow (l : ℕ) {r : ℝ} (hr : r ≠ 0) :
    HasDerivAt (fun x : ℝ => x ^ l) (l * r ^ l / r) r := by
  refine (hasDerivAt_pow l r).congr_deriv ?_
  rcases l with _ | n
  · simp
  · rw [eq_div_iff hr, Nat.add_sub_cancel, pow_succ]
    ring

/-- The radial derivative of the potential inside the sphere. -/
theorem hasDerivAt_innerPotential (A : ℝ) (l : ℕ) {r : ℝ} (hr : r ≠ 0) :
    HasDerivAt (innerPotential A l) (A * (l * r ^ l / r)) r :=
  (hasDerivAt_radial_pow l hr).const_mul A

/-- The radial derivative of the potential outside the sphere. -/
theorem hasDerivAt_outerPotential (B : ℝ) (l : ℕ) {r : ℝ} (hr : r ≠ 0) :
    HasDerivAt (outerPotential B l) (l * r ^ l / r + -((l + 1) * B) / r ^ (l + 2)) r := by
  have h := (hasDerivAt_const r B).fun_div (hasDerivAt_pow (l + 1) r) (pow_ne_zero _ hr)
  refine (hasDerivAt_radial_pow l hr).fun_add (h.congr_deriv ?_)
  rw [Nat.add_sub_cancel, div_eq_div_iff (pow_ne_zero _ (pow_ne_zero _ hr)) (pow_ne_zero _ hr)]
  push_cast
  ring

/-- The boundary conditions are two linear equations for the amplitudes `A` and `B`. -/
theorem surfaceMatching_iff_linear {ε R : ℝ} (hR : 0 < R) (l : ℕ) (A B : ℝ) :
    SurfaceMatching ε R l A B ↔
      A * R ^ (2 * l + 1) = R ^ (2 * l + 1) + B ∧
        ε * l * A * R ^ (2 * l + 1) = l * R ^ (2 * l + 1) - (l + 1) * B := by
  have h0 : R ≠ 0 := hR.ne'
  have h1 : R ^ (l + 1) ≠ 0 := pow_ne_zero _ h0
  have h2 : R ^ (l + 2) ≠ 0 := pow_ne_zero _ h0
  unfold SurfaceMatching
  rw [(hasDerivAt_innerPotential A l h0).deriv, (hasDerivAt_outerPotential B l h0).deriv]
  simp only [innerPotential, outerPotential]
  -- bring each condition over a common power of the radius
  have e1 : R ^ l + B / R ^ (l + 1) = (R ^ (2 * l + 1) + B) / R ^ (l + 1) := by
    rw [eq_div_iff h1, add_mul, div_mul_cancel₀ _ h1]
    ring
  have e2 : (l : ℝ) * R ^ l / R = l * R ^ (2 * l + 1) / R ^ (l + 2) := by
    rw [div_eq_div_iff h0 h2]
    ring
  have e3 : A * R ^ l * R ^ (l + 1) = A * R ^ (2 * l + 1) := by ring
  refine and_congr ?_ ?_
  · rw [e1, eq_div_iff h1, e3]
  · rw [e2, ← add_div, ← mul_div_assoc, ← mul_div_assoc, div_left_inj' h2]
    constructor <;> intro h <;> linear_combination h

/-- Away from `l ε + l + 1 = 0`, the boundary conditions hold exactly when the induced
amplitude is `B = -R^(2l+1) g_l` and the inner amplitude is `A = (2l+1)/(l ε + l + 1)`. -/
theorem surfaceMatching_iff {ε R : ℝ} (hR : 0 < R) (l : ℕ)
    (hD : (l : ℝ) * ε + l + 1 ≠ 0) (A B : ℝ) :
    SurfaceMatching ε R l A B ↔
      A = (2 * l + 1) / (l * ε + l + 1) ∧
        B = -R ^ (2 * l + 1) * multipoleFactor ε l := by
  have hP : R ^ (2 * l + 1) ≠ 0 := pow_ne_zero _ hR.ne'
  rw [surfaceMatching_iff_linear hR, multipoleFactor, ← mul_div_assoc,
    eq_div_iff hD, eq_div_iff hD]
  constructor
  · rintro ⟨h1, h2⟩
    constructor
    · -- eliminate the induced amplitude
      apply mul_right_cancel₀ hP
      linear_combination h2 + (l + 1) * h1
    · -- eliminate the inner amplitude
      linear_combination h2 - ε * l * h1
  · rintro ⟨hA, hB⟩
    constructor
    · apply mul_right_cancel₀ hD
      linear_combination R ^ (2 * l + 1) * hA - hB
    · apply mul_right_cancel₀ hD
      linear_combination ε * l * R ^ (2 * l + 1) * hA + (l + 1) * hB

/-- At a permittivity with `l ε + l + 1 = 0`, no amplitudes satisfy the boundary conditions
in the applied field `r^l`. -/
theorem no_matching_at_resonance {ε R : ℝ} (hR : 0 < R) (l : ℕ)
    (hD : (l : ℝ) * ε + l + 1 = 0) : ¬ ∃ A B : ℝ, SurfaceMatching ε R l A B := by
  rintro ⟨A, B, h⟩
  obtain ⟨h1, h2⟩ := (surfaceMatching_iff_linear hR l A B).1 h
  have hpos : 0 < (2 * (l : ℝ) + 1) * R ^ (2 * l + 1) := by positivity
  have hzero : (2 * (l : ℝ) + 1) * R ^ (2 * l + 1) = 0 := by
    linear_combination A * R ^ (2 * l + 1) * hD - h2 - (l + 1) * h1
  exact hpos.ne' hzero

/-- For `ε > 1` the reduced polarisability `g_l` increases strictly with the multipole
order `l`. -/
theorem multipoleFactor_strictMono {ε : ℝ} (hε : 1 < ε) : StrictMono (multipoleFactor ε) := by
  have h0 : 0 < ε := by linarith
  refine strictMono_nat_of_lt_succ fun l => ?_
  unfold multipoleFactor
  push_cast
  rw [div_lt_div_iff₀ (by positivity) (by positivity)]
  -- the two cross products differ by exactly `ε - 1`
  nlinarith [hε]

/-- The exact distance of `g_l` from `(ε - 1)/(ε + 1)`, for positive permittivity. -/
theorem multipoleFactor_gap {ε : ℝ} (hε : 0 < ε) (l : ℕ) :
    (ε - 1) / (ε + 1) - multipoleFactor ε l = (ε - 1) / ((ε + 1) * (l * ε + l + 1)) := by
  have h1 : ε + 1 ≠ 0 := by positivity
  have h2 : (l : ℝ) * ε + l + 1 ≠ 0 := by positivity
  unfold multipoleFactor
  rw [div_sub_div _ _ h1 h2]
  congr 1
  ring

/-- For positive permittivity, `g_l` tends to `(ε - 1)/(ε + 1)` as the multipole order
grows. -/
theorem multipoleFactor_tendsto {ε : ℝ} (hε : 0 < ε) :
    Tendsto (multipoleFactor ε) atTop (𝓝 ((ε - 1) / (ε + 1))) := by
  have hden : Tendsto (fun l : ℕ => (ε + 1) * ((l : ℝ) * ε + l + 1)) atTop atTop := by
    refine tendsto_atTop_mono (fun l => ?_) (tendsto_natCast_atTop_atTop (R := ℝ))
    have h : 0 ≤ (l : ℝ) * ε ^ 2 + 2 * l * ε + ε + 1 := by positivity
    nlinarith [h]
  have hgap := (hden.const_div_atTop (ε - 1)).const_sub ((ε - 1) / (ε + 1))
  rw [sub_zero] at hgap
  refine hgap.congr fun l => ?_
  rw [← multipoleFactor_gap hε l]
  ring

/-- For each order `l ≥ 1`, `g_l` tends to `1` as the permittivity of the sphere grows
without bound. -/
theorem multipoleFactor_tendsto_conductor {l : ℕ} (hl : 1 ≤ l) :
    Tendsto (fun ε : ℝ => multipoleFactor ε l) atTop (𝓝 1) := by
  have hl' : (0 : ℝ) < l := by exact_mod_cast hl
  have hden : Tendsto (fun ε : ℝ => (l : ℝ) * ε + (l + 1)) atTop atTop :=
    tendsto_atTop_add_const_right _ _ (tendsto_id.const_mul_atTop hl')
  have hgap := (hden.const_div_atTop (2 * (l : ℝ) + 1)).const_sub 1
  rw [sub_zero] at hgap
  refine hgap.congr' ?_
  filter_upwards [eventually_gt_atTop (0 : ℝ)] with ε hε
  have h : (l : ℝ) * ε + l + 1 ≠ 0 := by positivity
  rw [multipoleFactor, ← add_assoc, eq_div_iff h, sub_mul, div_mul_cancel₀ _ h]
  ring

/-- For the dipole, `l = 1`, the reduced polarisability is `(ε - 1)/(ε + 2)`. -/
theorem multipoleFactor_dipole (ε : ℝ) : multipoleFactor ε 1 = (ε - 1) / (ε + 2) := by
  simp only [multipoleFactor, Nat.cast_one, one_mul]
  rw [show ε + 1 + 1 = ε + 2 by ring]

end

end SphereMultipolePolarisability
```

```lean
#print axioms SphereMultipolePolarisability.surfaceMatching_iff
-- 'SphereMultipolePolarisability.surfaceMatching_iff' depends on axioms: [propext, Classical.choice, Quot.sound]
#print axioms SphereMultipolePolarisability.multipoleFactor_strictMono
-- 'SphereMultipolePolarisability.multipoleFactor_strictMono' depends on axioms: [propext, Classical.choice, Quot.sound]
#print axioms SphereMultipolePolarisability.multipoleFactor_tendsto_conductor
-- 'SphereMultipolePolarisability.multipoleFactor_tendsto_conductor' depends on axioms: [propext, Classical.choice, Quot.sound]
#print axioms SphereMultipolePolarisability.multipoleFactor_dipole
-- 'SphereMultipolePolarisability.multipoleFactor_dipole' depends on axioms: [propext, Classical.choice, Quot.sound]
```

## From derivatives to amplitudes in the code

`hasDerivAt_radial_pow` differentiates r^l and writes the result as l r^l/r, a form that also serves l = 0 without a power l − 1. The proof treats l = 0 and l = n + 1 separately. `hasDerivAt_innerPotential` multiplies this derivative by A, and `hasDerivAt_outerPotential` adds the derivative of the induced term, obtained from the quotient rule.

`surfaceMatching_iff_linear` turns the conditions into equations (1) and (2). It replaces each `deriv` by the computed derivative, then uses the auxiliary identities `e1`, `e2` and `e3` to bring the terms over common powers of R. Those powers are nonzero and can be cleared, which makes the step an equivalence.

In `surfaceMatching_iff`, the hypotheses `h1` and `h2` are equations (1) and (2). The eliminations appear almost literally: `linear_combination h2 + (l + 1) * h1` removes B, and `linear_combination h2 - ε * l * h1` removes A. For the converse, each equation is multiplied by lε + l + 1 and then follows from the formulas for A and B. `no_matching_at_resonance` uses the first elimination again to show that the positive number (2l + 1)P would be zero.

## Monotonicity and limits in the code

`multipoleFactor_strictMono` reduces strict monotonicity to the comparison of g_l with g_(l+1). Both denominators are positive, so `div_lt_div_iff₀` cross-multiplies the inequality. The two products differ by ε − 1, and `nlinarith` finishes the comparison.

`multipoleFactor_gap` puts the difference over a common denominator and simplifies the numerator. `multipoleFactor_tendsto` then shows that (ε + 1)D_l is at least l, so it grows without bound and the gap tends to zero.

`multipoleFactor_tendsto_conductor` applies the same method to (2l + 1)/D_l, now with ε as the variable. The identity for 1 − g_l is needed only for large ε, and the proof uses it for ε > 0, where the denominator is nonzero. `multipoleFactor_dipole` substitutes l = 1 and simplifies.
